# The full inverse of an operator from its reduced resolvent and the inverse of its Feshbach operator

Let `P` be an idempotent that singles out a model space, with complement Q = 1 − P, and let `R` invert the block QMQ of an operator `M` within the complementary space. The theorem `fullInverse_spec` states that if `K` inverts the Feshbach operator F = PMP − PMRMP within the model space, then R + (P − RMP) K (P − PMR) is a two-sided inverse of `M`. The setting is an arbitrary ring, so neither finite dimension nor self-adjointness is assumed, but the existence of `R` and `K` is. The attempt multiplies the candidate by `M` on each side, uses M(P − RMP) = F and (P − PMR)M = F to bring in the inverse property of `K`, and cancels the remaining terms to reach 1.

The failing Lean file:

```lean
import Mathlib

namespace FullInverseSpec

variable {A : Type*} [Ring A]

/-- `R` lives in the complementary space `Q = 1 - P` and inverts the block `QMQ` there. -/
structure IsReducedResolvent (P M R : A) : Prop where
  block : (1 - P) * R * (1 - P) = R
  left : R * ((1 - P) * M * (1 - P)) = 1 - P
  right : (1 - P) * M * (1 - P) * R = 1 - P

/-- `K` lives in the model space of `P` and inverts `F` there, with `P` as the unit. -/
structure IsCornerInverse (P F K : A) : Prop where
  block : P * K * P = K
  left : K * F = P
  right : F * K = P

/-- The Feshbach operator `F = PMP - PMRMP`. -/
def feshbach (P M R : A) : A := P * M * P - P * M * R * M * P

/-- The right dressing operator `P - RMP`. When `P` is idempotent and `R` is the reduced resolvent,
it adds a `Q` component to a model vector. -/
def dressRight (P M R : A) : A := P - R * M * P

/-- The left dressing operator `P - PMR`. -/
def dressLeft (P M R : A) : A := P - P * M * R

/-- The candidate for the full inverse of `M`, assembled from `R` and a model-space operator `K`. -/
def fullInverse (P M R K : A) : A := R + dressRight P M R * K * dressLeft P M R

/-- For idempotent `P`, the reduced resolvent `R` has no model-space part, and its products with
`M` are `MR = Q + PMR` and `RM = Q + RMP`. -/
theorem reduced_relations {P M R : A} (hP : P * P = P) (h : IsReducedResolvent P M R) :
    P * R = 0 ∧ R * P = 0 ∧ M * R = 1 - P + P * M * R ∧ R * M = 1 - P + R * M * P := by
  have hPR : P * R = 0 := by
    calc P * R = P * ((1 - P) * R * (1 - P)) := by rw [h.block]
      _ = (P - P * P) * R * (1 - P) := by noncomm_ring
      _ = 0 := by rw [hP, sub_self, zero_mul, zero_mul]
  have hRP : R * P = 0 := by
    calc R * P = ((1 - P) * R * (1 - P)) * P := by rw [h.block]
      _ = (1 - P) * R * (P - P * P) := by noncomm_ring
      _ = 0 := by rw [hP, sub_self, mul_zero]
  have h1 : (1 - P) * M * R = 1 - P := by
    calc (1 - P) * M * R = (1 - P) * M * (1 - P) * R + (1 - P) * M * (P * R) := by noncomm_ring
      _ = 1 - P := by rw [h.right, hPR, mul_zero, add_zero]
  have h2 : R * M * (1 - P) = 1 - P := by
    calc R * M * (1 - P) = R * ((1 - P) * M * (1 - P)) + (R * P) * M * (1 - P) := by noncomm_ring
      _ = 1 - P := by rw [h.left, hRP, zero_mul, zero_mul, add_zero]
  refine ⟨hPR, hRP, ?_, ?_⟩
  · rw [← h1]; noncomm_ring
  · rw [← h2]; noncomm_ring

/-- For idempotent `P` and reduced resolvent `R`, the dressing operators turn `M` into the
Feshbach operator: `M(P - RMP) = F` and `(P - PMR)M = F`. -/
theorem dressing_intertwines {P M R : A} (hP : P * P = P) (h : IsReducedResolvent P M R) :
    M * dressRight P M R = feshbach P M R ∧ dressLeft P M R * M = feshbach P M R := by
  obtain ⟨-, -, hMR, hRM⟩ := reduced_relations hP h
  constructor
  · calc M * dressRight P M R = M * P - (M * R) * M * P := by
          unfold dressRight; noncomm_ring
      _ = feshbach P M R := by rw [hMR]; unfold feshbach; noncomm_ring
  · calc dressLeft P M R * M = P * M - P * M * (R * M) := by
          unfold dressLeft; noncomm_ring
      _ = feshbach P M R := by rw [hRM]; unfold feshbach; noncomm_ring

/-- For idempotent `P` and reduced resolvent `R`, a model-space inverse `K` of the Feshbach
operator yields the full inverse `M⁻¹ = R + (P - RMP) K (P - PMR)`. -/
theorem fullInverse_spec {P M R K : A} (hP : P * P = P) (h : IsReducedResolvent P M R)
    (hK : IsCornerInverse P (feshbach P M R) K) :
    M * fullInverse P M R K = 1 ∧ fullInverse P M R K * M = 1 := by
  obtain ⟨-, -, hMR, hRM⟩ := reduced_relations hP h
  obtain ⟨hR, hL⟩ := dressing_intertwines hP h
  have hPL : P * dressLeft P M R = dressLeft P M R := by
    simp only [dressLeft, mul_sub, ← mul_assoc, hP]
  have hRP : dressRight P M R * P = dressRight P M R := by
    simp only [dressRight, sub_mul, mul_assoc, hP]
  constructor
  · calc M * fullInverse P M R K
        = M * R + (M * dressRight P M R) * K * dressLeft P M R := by
          simp only [fullInverse, mul_add, mul_assoc]
      _ = 1 - P + P * M * R + dressLeft P M R := by rw [hMR, hR, hK.right, hPL]
      _ = 1 := by unfold dressLeft; abel
  · calc fullInverse P M R K * M
        = R * M + dressRight P M R * (K * (dressLeft P M R * M)) := by
          simp only [fullInverse, add_mul, mul_assoc]
      _ = 1 - P + R * M * P + dressRight P M R := by rw [hRM, hL, hK.left, hRP]
      _ = 1 := by unfold dressRight; abel

end FullInverseSpec
```

Compiling this gives:

```
Main.lean:87:50: error: unsolved goals
A : Type u_1
inst✝ : Ring A
P M R K : A
hP : P * P = P
h : IsReducedResolvent P M R
hK : IsCornerInverse P (feshbach P M R) K
hMR : M * R = 1 - P + P * M * R
hRM : R * M = 1 - P + R * M * P
hR : M * dressRight P M R = feshbach P M R
hL : dressLeft P M R * M = feshbach P M R
hPL : P * dressLeft P M R = dressLeft P M R
hRP : dressRight P M R * P = dressRight P M R
⊢ 1 - P + R * M * P + dressRight P M R = 1 - P + (1 - P + R * M * P) * P + dressRight P M R
```

The error is in the second half of the proof, where the candidate is multiplied by `M` on the right. The equation `hRM` says that `R * M` equals `1 - P + R * M * P`, and `rw [hRM]` replaces every instance of `R * M` in the goal. One was meant, on the left-hand side. But the right-hand side contains `R * M * P`, which Lean reads as `(R * M) * P`, so that instance was replaced too. The other rewrites succeeded, but the right-hand side now held the extra expansion `(1 - P + R * M * P) * P`, and the closing `rfl` of `rw` could not identify the two sides.

The repair first applies `hL`, `hK.left` and `hRP`, which reduce the left-hand side to `R * M + dressRight P M R`. It then uses `hRM` backwards, folding `1 - P + R * M * P` on the right into `R * M`. Both sides are then the same expression, and `rw` closes the goal. The essential change is the direction of `hRM`; moving it to the end is mere tidying.

Lean accepts the file once it reads:

```diff
@@ -85,5 +85,5 @@
         = R * M + dressRight P M R * (K * (dressLeft P M R * M)) := by
           simp only [fullInverse, add_mul, mul_assoc]
-      _ = 1 - P + R * M * P + dressRight P M R := by rw [hRM, hL, hK.left, hRP]
+      _ = 1 - P + R * M * P + dressRight P M R := by rw [hL, hK.left, hRP, ← hRM]
       _ = 1 := by unfold dressRight; abel
 
```
